# Flux conservation and mode orthogonality for the Berreman matrix with Hermitian permittivity

Q: To compute the reflectance of an anisotropic film, I diagonalise a 4×4 matrix in each layer and sort its modes into forward and backward: by the sign of the energy flux if the eigenvalue is real, by the direction of decay if it is not. In a lossless stack I then check that reflected and transmitted power add up to the incident power. What supports this?

A: Three facts about lossless layers: the flux through planes parallel to the surface is the same at every depth, a mode with non-real eigenvalue carries none, and modes with distinct real eigenvalues have no cross term in the flux.

```lean
import Mathlib

open Matrix
open Complex (I)

namespace BerremanOptics

noncomputable section
```

Q: Which matrix do you mean?

A: Let \(z\) be the depth and let the fields vary as \(e^{i\xi x-i\omega t}\) along the surface, with \(\xi\) real. Lengths are in units of the inverse vacuum wavenumber, and \(H\) is scaled by the vacuum impedance. The Berreman matrix \(D\), often written \(\Delta\) and not to be confused with the displacement field, acts on \(\psi=(E_x,H_y,E_y,-H_x)\). Lean counts from zero, so `ε 2 2` is \(\varepsilon_{zz}\).

```lean
/-- The Berreman matrix for permittivity `ε` (axes `x, y, z` numbered `0, 1, 2`) and real
tangential wavenumber `ξ` along `x`, in units of the vacuum wavenumber; its domain is
`ε_zz ≠ 0`. -/
def berreman (ε : Matrix (Fin 3) (Fin 3) ℂ) (ξ : ℝ) : Matrix (Fin 4) (Fin 4) ℂ :=
  !![-(ξ * ε 2 0 / ε 2 2), 1 - ξ ^ 2 / ε 2 2, -(ξ * ε 2 1 / ε 2 2), 0;
     ε 0 0 - ε 0 2 * ε 2 0 / ε 2 2, -(ξ * ε 0 2 / ε 2 2), ε 0 1 - ε 0 2 * ε 2 1 / ε 2 2, 0;
     0, 0, 0, 1;
     ε 1 0 - ε 1 2 * ε 2 0 / ε 2 2, -(ξ * ε 1 2 / ε 2 2),
       ε 1 1 - ε 1 2 * ε 2 1 / ε 2 2 - ξ ^ 2, 0]
```

The matrix \(J\) exchanges \(E_x\) with \(H_y\) and \(E_y\) with \(-H_x\). It defines the form \(\langle\varphi,J\psi\rangle\), where `star` is complex conjugation. The form is indefinite, so "J-orthogonal" means only that it vanishes.

```lean
/-- The matrix `J` that swaps the first two components with each other and the last two with each
other. -/
def swapJ : Matrix (Fin 4) (Fin 4) ℂ :=
  !![0, 1, 0, 0; 1, 0, 0, 0; 0, 0, 0, 1; 0, 0, 1, 0]

/-- The flux form `⟨φ, J ψ⟩`. -/
def fluxForm (φ ψ : Fin 4 → ℂ) : ℂ := star φ ⬝ᵥ (swapJ *ᵥ ψ)

/-- The Berreman vector `(Ex, Hy, Ey, -Hx)` of tangential field components. -/
def tangential (E H : Fin 3 → ℂ) : Fin 4 → ℂ := ![E 0, H 1, E 1, -H 0]
```

Q: Anyone can type in a matrix. Where is Maxwell?

A: In a separate structure, with no reference to \(D\). The curl equations \(\nabla\times E=iH\) and \(\nabla\times H=-i\varepsilon E\) become four derivative relations,
\[
\begin{aligned}
E_x'&=iH_y+i\xi E_z, & H_y'&=i(\varepsilon E)_x,\\
E_y'&=-iH_x, & H_x'&=i\xi H_z-i(\varepsilon E)_y,
\end{aligned}
\]
and two algebraic ones, \(H_z=\xi E_y\) and \(\xi H_y=-(\varepsilon E)_z\). The medium is local and non-magnetic, without magnetoelectric coupling.

```lean
/-- Maxwell's curl equations at depth `z` for fields `E(z) exp(iξx - iωt)` and
`H(z) exp(iξx - iωt)`, with lengths in units of the inverse vacuum wavenumber and `H` scaled
by the vacuum impedance. -/
structure MaxwellAt (ε : Matrix (Fin 3) (Fin 3) ℂ) (ξ : ℝ) (E H : ℝ → Fin 3 → ℂ)
    (z : ℝ) : Prop where
  faraday_x : HasDerivAt (fun s => E s 1) (-(I * H z 0)) z
  faraday_y : HasDerivAt (fun s => E s 0) (I * H z 1 + I * ξ * E z 2) z
  faraday_z : H z 2 = ξ * E z 1
  ampere_x : HasDerivAt (fun s => H s 1) (I * (ε *ᵥ E z) 0) z
  ampere_y : HasDerivAt (fun s => H s 0) (I * ξ * H z 2 - I * (ε *ᵥ E z) 1) z
  ampere_z : ξ * H z 1 = -(ε *ᵥ E z) 2
```

If \(\varepsilon_{zz}\neq0\), the last relation gives
\[
E_z=-\frac{\xi H_y+\varepsilon_{zx}E_x+\varepsilon_{zy}E_y}{\varepsilon_{zz}} .
\]
Inserting \(E_z\) and \(H_z\), and writing \(a_{ij}=\varepsilon_{ij}-\varepsilon_{iz}\varepsilon_{zj}/\varepsilon_{zz}\), we get
\[
\begin{aligned}
E_x'&=i\Big[-\tfrac{\xi\varepsilon_{zx}}{\varepsilon_{zz}}E_x+\Big(1-\tfrac{\xi^2}{\varepsilon_{zz}}\Big)H_y-\tfrac{\xi\varepsilon_{zy}}{\varepsilon_{zz}}E_y\Big],\\
H_y'&=i\Big[a_{xx}E_x-\tfrac{\xi\varepsilon_{xz}}{\varepsilon_{zz}}H_y+a_{xy}E_y\Big],\\
E_y'&=i(-H_x),\\
(-H_x)'&=i\Big[a_{yx}E_x-\tfrac{\xi\varepsilon_{yz}}{\varepsilon_{zz}}H_y+(a_{yy}-\xi^2)E_y\Big].
\end{aligned}
\]
This is \(\psi'=iD\psi\). The theorem states an equivalence at each depth: Maxwell's equations hold exactly when the Berreman equation and the two formulas for \(H_z\) and \(E_z\) hold. In the proof, `key` does the substitution, and `hasDerivAt_pi` splits the vector derivative into components. The converse reads the same relations backwards.

```lean
/-- If `ε_zz ≠ 0`, Maxwell's equations at depth `z` are equivalent to the Berreman equation
`ψ' = i D ψ` together with the algebraic expressions for the components `Hz` and `Ez`. -/
theorem maxwell_iff_berreman {ε : Matrix (Fin 3) (Fin 3) ℂ} (hε : ε 2 2 ≠ 0) (ξ : ℝ)
    (E H : ℝ → Fin 3 → ℂ) (z : ℝ) :
    MaxwellAt ε ξ E H z ↔
      HasDerivAt (fun s => tangential (E s) (H s))
        (I • (berreman ε ξ *ᵥ tangential (E z) (H z))) z ∧
      H z 2 = ξ * E z 1 ∧
      E z 2 = -(ξ * H z 1 + ε 2 0 * E z 0 + ε 2 1 * E z 1) / ε 2 2 := by
  have hD : ∀ i, (ε *ᵥ E z) i = ε i 0 * E z 0 + ε i 1 * E z 1 + ε i 2 * E z 2 := by
    intro i
    simp [Matrix.mulVec, dotProduct, Fin.sum_univ_three]
  -- with the normal components eliminated, `i D ψ` is the list of Maxwell rates
  have key : H z 2 = ξ * E z 1 →
      E z 2 = -(ξ * H z 1 + ε 2 0 * E z 0 + ε 2 1 * E z 1) / ε 2 2 →
      I • (berreman ε ξ *ᵥ tangential (E z) (H z)) =
        ![I * H z 1 + I * ξ * E z 2, I * (ε *ᵥ E z) 0, -(I * H z 0),
          -(I * ξ * H z 2 - I * (ε *ᵥ E z) 1)] := by
    intro hH hE
    rw [hD, hD, hH, hE]
    ext i
    fin_cases i <;>
      simp [berreman, tangential, -mul_eq_mul_left_iff, -mul_eq_mul_right_iff] <;> ring
  constructor
  · intro h
    have hE : E z 2 = -(ξ * H z 1 + ε 2 0 * E z 0 + ε 2 1 * E z 1) / ε 2 2 := by
      have a := h.ampere_z
      rw [hD] at a
      rw [eq_div_iff hε]
      linear_combination a
    refine ⟨?_, h.faraday_z, hE⟩
    rw [key h.faraday_z hE]
    refine hasDerivAt_pi.2 fun i => ?_
    fin_cases i
    · exact h.faraday_y
    · exact h.ampere_x
    · exact h.faraday_x
    · exact h.ampere_y.fun_neg
  · rintro ⟨h, hH, hE⟩
    rw [key hH hE] at h
    have d := hasDerivAt_pi.1 h
    have d3 : HasDerivAt (fun s => -H s 0)
      (-(I * ξ * H z 2 - I * (ε *ᵥ E z) 1)) z := d 3
    refine ⟨d 2, d 0, hH, d 1, by simpa only [neg_neg] using d3.fun_neg, ?_⟩
    have a := (eq_div_iff hε).1 hE
    rw [hD]
    linear_combination a
```

Q: The later theorems do not assume \(\varepsilon_{zz}\neq0\).

A: Lean sets division by zero to zero, so at \(\varepsilon_{zz}=0\) they still hold for the matrix, but in general it no longer represents Maxwell's equations.

Q: Is your form really the energy flux?

A: Written out,
\[
\langle\psi,J\psi\rangle=E_x^*H_y+H_y^*E_x-E_y^*H_x-H_x^*E_y=2\,\mathrm{Re}\,(E\times H^*)_z ,
\]
which is four times the time-averaged normal Poynting component in these units. The first lemma expands the form; the second compares real and imaginary parts.

```lean
/-- The flux form written out in components. -/
theorem fluxForm_apply (φ ψ : Fin 4 → ℂ) :
    fluxForm φ ψ = star (φ 0) * ψ 1 + star (φ 1) * ψ 0 + star (φ 2) * ψ 3
      + star (φ 3) * ψ 2 := by
  simp [fluxForm, swapJ, Matrix.mulVec, dotProduct, Fin.sum_univ_four]

/-- The flux `⟨ψ, J ψ⟩` is twice the real part of the `z` component of `E × H*`. -/
theorem flux_eq_poynting (E H : Fin 3 → ℂ) :
    fluxForm (tangential E H) (tangential E H) =
      ((2 * (crossProduct E (star H) 2).re : ℝ) : ℂ) := by
  rw [fluxForm_apply]
  apply Complex.ext <;> simp [tangential, cross_apply] <;> ring
```

Q: Where does losslessness enter?

A: Through \(\varepsilon^\dagger=\varepsilon\), which stands for a medium without absorption or gain. Multiplying by \(J\) reorders the rows of \(D\):
\[
JD=\begin{pmatrix}
a_{xx}&-\xi\varepsilon_{xz}/\varepsilon_{zz}&a_{xy}&0\\
-\xi\varepsilon_{zx}/\varepsilon_{zz}&1-\xi^2/\varepsilon_{zz}&-\xi\varepsilon_{zy}/\varepsilon_{zz}&0\\
a_{yx}&-\xi\varepsilon_{yz}/\varepsilon_{zz}&a_{yy}-\xi^2&0\\
0&0&0&1\end{pmatrix}.
\]
Since \(\varepsilon_{ij}^*=\varepsilon_{ji}\) and \(\varepsilon_{zz}\) is real, this is Hermitian. Lean checks all sixteen entries with `fin_cases`.

```lean
/-- For Hermitian permittivity and real tangential wavenumber, `J D` is Hermitian. -/
theorem swapJ_mul_berreman_isHermitian {ε : Matrix (Fin 3) (Fin 3) ℂ}
    (hε : ε.IsHermitian) (ξ : ℝ) : (swapJ * berreman ε ξ).IsHermitian := by
  have h : ∀ i j, (starRingEnd ℂ) (ε i j) = ε j i := fun i j => hε.apply j i
  ext i j
  fin_cases i <;> fin_cases j <;>
    simp [swapJ, berreman, Matrix.mul_apply, Fin.sum_univ_four, h] <;> ring
```

Because \(J^\dagger=J\), this says \(D^\dagger J=JD\), and hence \(\langle\varphi,JD\psi\rangle=\langle D\varphi,J\psi\rangle\).

```lean
/-- For Hermitian permittivity, `D` can be moved from one side of the flux form to the
other. -/
theorem berreman_selfadjoint {ε : Matrix (Fin 3) (Fin 3) ℂ} (hε : ε.IsHermitian) (ξ : ℝ)
    (φ ψ : Fin 4 → ℂ) :
    fluxForm φ (berreman ε ξ *ᵥ ψ) = fluxForm (berreman ε ξ *ᵥ φ) ψ := by
  have hJ : swapJᴴ = swapJ := by
    ext i j
    fin_cases i <;> fin_cases j <;> simp [swapJ]
  have h : (berreman ε ξ)ᴴ * swapJ = swapJ * berreman ε ξ := by
    have a := (swapJ_mul_berreman_isHermitian hε ξ).eq
    rwa [Matrix.conjTranspose_mul, hJ] at a
  unfold fluxForm
  rw [Matrix.star_mulVec, ← Matrix.dotProduct_mulVec, Matrix.mulVec_mulVec,
    Matrix.mulVec_mulVec, h]
```

Q: And conservation, if the permittivity varies with depth?

A: For two solutions with the same \(\varepsilon(z)\) and \(\xi\),
\[
\frac{d}{dz}\langle\varphi,J\psi\rangle=-i\langle D\varphi,J\psi\rangle+i\langle\varphi,JD\psi\rangle=0 .
\]
No derivative of \(\varepsilon\) appears. Lean applies the product rule to the four components, cancels the terms with `linear_combination I * s`, and concludes from the zero derivative that the form is constant. Setting \(\varphi=\psi\) gives the flux.

```lean
/-- In a medium whose permittivity may vary with depth but is Hermitian at every depth, the
flux form of any two solutions of the Berreman equation is the same at all depths. -/
theorem fluxForm_conserved {ε : ℝ → Matrix (Fin 3) (Fin 3) ℂ}
    (hε : ∀ z, (ε z).IsHermitian) (ξ : ℝ) {φ ψ : ℝ → Fin 4 → ℂ}
    (hφ : ∀ z, HasDerivAt φ (I • (berreman (ε z) ξ *ᵥ φ z)) z)
    (hψ : ∀ z, HasDerivAt ψ (I • (berreman (ε z) ξ *ᵥ ψ z)) z) (a b : ℝ) :
    fluxForm (φ a) (ψ a) = fluxForm (φ b) (ψ b) := by
  have hd : ∀ z, HasDerivAt (fun s => fluxForm (φ s) (ψ s)) 0 z := by
    intro z
    have p := hasDerivAt_pi.1 (hφ z)
    have q := hasDerivAt_pi.1 (hψ z)
    have s := berreman_selfadjoint (hε z) ξ (φ z) (ψ z)
    simp only [fluxForm_apply] at s ⊢
    have h := ((((p 0).star.fun_mul (q 1)).fun_add ((p 1).star.fun_mul (q 0))).fun_add
      ((p 2).star.fun_mul (q 3))).fun_add ((p 3).star.fun_mul (q 2))
    refine h.congr_deriv ?_
    -- the factors `i` and `-i` make the two contributions cancel
    simp only [Pi.smul_apply, smul_eq_mul, star_mul', Complex.star_def,
      Complex.conj_I] at s ⊢
    linear_combination I * s
  exact is_const_of_deriv_eq_zero (fun z => (hd z).differentiableAt)
    (fun z => (hd z).deriv) a b

/-- For permittivity that is Hermitian at every depth, the flux `⟨ψ, J ψ⟩` is constant along
`ψ' = i D ψ`. -/
theorem flux_constant {ε : ℝ → Matrix (Fin 3) (Fin 3) ℂ}
    (hε : ∀ z, (ε z).IsHermitian) (ξ : ℝ) {ψ : ℝ → Fin 4 → ℂ}
    (hψ : ∀ z, HasDerivAt ψ (I • (berreman (ε z) ξ *ᵥ ψ z)) z) (a b : ℝ) :
    fluxForm (ψ a) (ψ a) = fluxForm (ψ b) (ψ b) :=
  fluxForm_conserved hε ξ hψ hψ a b
```

Q: My films have sharp interfaces. Is \(\psi\) differentiable there?

A: In general it is not, and the theorem assumes the differential equation at every depth. For a stack you apply it layer by layer, extending each layer's solution with constant \(\varepsilon\), and join the results by the continuity of tangential \(E\) and \(H\). That joining step is physics you supply.

Q: Now the modes.

A: Let \(D\varphi=\kappa\varphi\) and \(D\psi=\nu\psi\). Here \(\kappa\) is a normal wavenumber, not an extinction coefficient. Moving \(D\) across the form gives
\[
\nu\langle\varphi,J\psi\rangle=\kappa^*\langle\varphi,J\psi\rangle ,
\]
so the form vanishes unless \(\nu=\kappa^*\). Lean writes this as a product equal to zero and divides out the nonzero factor `ν - star κ`.

```lean
/-- For Hermitian permittivity, two modes of `D` are `J`-orthogonal unless their eigenvalues
are complex conjugates of each other. -/
theorem modes_orthogonal {ε : Matrix (Fin 3) (Fin 3) ℂ} (hε : ε.IsHermitian) (ξ : ℝ)
    {φ ψ : Fin 4 → ℂ} {κ ν : ℂ} (hφ : berreman ε ξ *ᵥ φ = κ • φ)
    (hψ : berreman ε ξ *ᵥ ψ = ν • ψ) (hne : ν ≠ star κ) : fluxForm φ ψ = 0 := by
  have s := berreman_selfadjoint hε ξ φ ψ
  rw [hφ, hψ] at s
  have h : (ν - star κ) * fluxForm φ ψ = 0 := by
    simp only [fluxForm_apply, Pi.smul_apply, smul_eq_mul, star_mul'] at s ⊢
    linear_combination s
  exact (mul_eq_zero.1 h).resolve_left (sub_ne_zero.2 hne)
```

Taking \(\varphi=\psi\) with \(\kappa\) non-real, we have \(\kappa\neq\kappa^*\), so the flux is zero.

```lean
/-- For Hermitian permittivity, a mode of `D` with non-real eigenvalue carries zero flux. -/
theorem evanescent_flux_zero {ε : Matrix (Fin 3) (Fin 3) ℂ} (hε : ε.IsHermitian) (ξ : ℝ)
    {ψ : Fin 4 → ℂ} {κ : ℂ} (hψ : berreman ε ξ *ᵥ ψ = κ • ψ) (hκ : κ.im ≠ 0) :
    fluxForm ψ ψ = 0 := by
  refine modes_orthogonal hε ξ hψ hψ fun h => hκ ?_
  have a := congrArg Complex.im h
  rw [Complex.star_def, Complex.conj_im] at a
  linarith
```

For real eigenvalues \(\kappa^*=\kappa\), so distinct ones give J-orthogonal modes.

```lean
/-- For Hermitian permittivity, modes of `D` with distinct real eigenvalues are
`J`-orthogonal. -/
theorem propagating_orthogonal {ε : Matrix (Fin 3) (Fin 3) ℂ} (hε : ε.IsHermitian) (ξ : ℝ)
    {φ ψ : Fin 4 → ℂ} {κ ν : ℝ} (hφ : berreman ε ξ *ᵥ φ = (κ : ℂ) • φ)
    (hψ : berreman ε ξ *ᵥ ψ = (ν : ℂ) • ψ) (hne : κ ≠ ν) : fluxForm φ ψ = 0 := by
  refine modes_orthogonal hε ξ hφ hψ ?_
  rw [Complex.star_def, Complex.conj_ofReal]
  exact_mod_cast hne.symm

end

end BerremanOptics
```

```lean
#print axioms BerremanOptics.fluxForm_conserved
#print axioms BerremanOptics.flux_constant
#print axioms BerremanOptics.evanescent_flux_zero
#print axioms BerremanOptics.propagating_orthogonal
```

```
'BerremanOptics.fluxForm_conserved' depends on axioms: [propext, Classical.choice, Quot.sound]
'BerremanOptics.flux_constant' depends on axioms: [propext, Classical.choice, Quot.sound]
'BerremanOptics.evanescent_flux_zero' depends on axioms: [propext, Classical.choice, Quot.sound]
'BerremanOptics.propagating_orthogonal' depends on axioms: [propext, Classical.choice, Quot.sound]
```

Q: Then how does light tunnel through a thin gap, if evanescent modes carry no flux?

A: Consider an isotropic layer with \(\varepsilon>0\) and s polarisation, worked informally here. The modes are \((0,0,1,\kappa)\) with \(\kappa^2=\varepsilon-\xi^2\), and each has flux \(2\,\mathrm{Re}\,\kappa\). This tends to zero as \(\xi^2\) rises to \(\varepsilon\) and stays zero beyond. There \(\kappa=\pm i\gamma\) with \(\gamma>0\), and the cross term between the two modes is \(\mp2i\gamma\), not zero. They are a conjugate pair, the case the theorem leaves open, so a superposition of both can carry energy.

Q: And equal real eigenvalues?

A: The theorem is silent there too. In an isotropic layer s and p modes share the same \(\kappa\), so your program has to choose a J-orthogonal pair itself if it wants their fluxes to add without a cross term.
